# Trigonal warping in the two-band bilayer model: four band touchings and the Lifshitz energy mv²/2

A formal statement about this model has to fix how the momentum is represented. The in-plane momentum (p_x, p_y), measured from one valley point, is encoded as one complex number z = p_x + i p_y. A rotation of the plane is then multiplication by a complex number of modulus one, and the reflection p_y → −p_y is complex conjugation, written z̄. With an effective mass m and a warping velocity v, the coupling between the two components of the wave function is

    f(z) = v z − z̄²/(2m).

The relative sign sets the orientation of the pattern with respect to the p_x axis: reversing it replaces |f(z)| by |f(−z)|, which is the same pattern turned by 180°. Moving the conjugate to the linear term, v z̄ − z²/(2m), gives the conjugate of f and leaves |f| unchanged, whereas dropping the conjugate altogether gives z(v − z/(2m)), which has no threefold pattern. For m, v > 0, one zero of f lies on the positive p_x axis. The function f is taken as given and is not derived from a lattice Hamiltonian. In this non-interacting, single-valley, gapless two-band model of bilayer graphene, the results locate the points where the bands touch and give the height of the upper band midway between the central point and an outer one.

## Definitions

```lean
import Mathlib

open Complex Matrix
open scoped ComplexConjugate

namespace BilayerTrigonalWarping

noncomputable section
```

These lines load Mathlib and make `conj` available for complex conjugation. Below, `‖·‖` on a complex number is its modulus.

```lean
/-- Off-diagonal term `f(z) = v z - conj(z)² / (2m)` of the two-band bilayer model at the
complex momentum `z = p_x + i p_y`. -/
def offDiag (m v : ℝ) (z : ℂ) : ℂ := v * z - (conj z) ^ 2 / (2 * m)
```

`offDiag m v z` is f(z). The parameters m and v are arbitrary real numbers in the definition, and each theorem states the sign conditions it needs. Lean sets division by zero to zero, so at m = 0 the definition collapses to v z, and the statements without a condition on m have physical content only for m ≠ 0.

```lean
/-- The two-band Hamiltonian with zero diagonal and off-diagonal entries `conj f` and `f`. -/
def hamiltonian (m v : ℝ) (z : ℂ) : Matrix (Fin 2) (Fin 2) ℂ :=
  !![0, conj (offDiag m v z); offDiag m v z, 0]
```

This is the 2 × 2 matrix H(z) with rows (0, f̄) and (f, 0), where f̄ is the conjugate of f(z). The zero diagonal means there is no bias between the two components and no term that breaks the symmetry between the upper and lower band.

```lean
/-- The momentum scale `2 m v`. -/
def warpRadius (m v : ℝ) : ℝ := 2 * m * v
```

`warpRadius m v` is the momentum k = 2mv.

```lean
/-- The Lifshitz energy `m v² / 2`. -/
def lifshitzEnergy (m v : ℝ) : ℝ := m * v ^ 2 / 2
```

`lifshitzEnergy m v` is the energy E_L = mv²/2. At this stage it is only a named number, and its relation to f is the content of the later theorems.

```lean
/-- The rotation by 120 degrees, `ω = -1/2 + i √3/2`. -/
def omega : ℂ := ⟨-1 / 2, Real.sqrt 3 / 2⟩
```

The angle brackets give a complex number by its real and imaginary parts, so ω = −1/2 + i√3/2. Multiplying z by ω rotates the momentum by 120°.

## Symmetry

```lean
/-- A cube root of unity `w` satisfies `conj(w)² = w`. -/
theorem conj_sq_of_cube {w : ℂ} (hw : w ^ 3 = 1) : (conj w) ^ 2 = w := by
  have hc : (conj w) ^ 3 = 1 := by rw [← map_pow, hw, map_one]
  have hn3 : normSq w ^ 3 = 1 := by rw [← map_pow, hw, map_one]
  have hn : normSq w = 1 :=
    (pow_eq_one_iff_of_nonneg (normSq_nonneg w) (by norm_num)).1 hn3
  have h : w * conj w = 1 := by rw [Complex.mul_conj, hn, ofReal_one]
  linear_combination w * hc - (conj w) ^ 2 * h
```

The statement reads: if w³ = 1 then w̄² = w. Conjugating w³ = 1 gives w̄³ = 1, which is `hc`. Taking squared moduli gives (|w|²)³ = 1, and since |w|² is real and nonnegative, |w|² = 1, which is `hn`. Hence w w̄ = 1, which is `h`, and

    w = w w̄³ = w̄² (w w̄) = w̄².

The tactic `linear_combination` checks that the goal is the stated multiple of `hc` minus the stated multiple of `h`, which is this chain.

```lean
/-- Threefold covariance: `f(w z) = w f(z)` for every cube root of unity `w`. -/
theorem offDiag_rotate (m v : ℝ) {w : ℂ} (hw : w ^ 3 = 1) (z : ℂ) :
    offDiag m v (w * z) = w * offDiag m v z := by
  unfold offDiag
  rw [map_mul, mul_pow, conj_sq_of_cube hw]
  ring
```

For every cube root of unity w and every z, f(wz) = w f(z). The conjugate of wz is w̄ z̄, so

    f(wz) = v w z − w̄² z̄²/(2m) = w (v z − z̄²/(2m)).

The `rw` line splits the conjugate and the square and inserts the previous lemma, and `ring` factors out w. Since |w| = 1, the modulus |f| takes the same value at z and at wz.

The condition w³ = 1 cannot be dropped, even for rotations. Take m = 1/2 and v = 1, so f(z) = z − z̄², and w = −1. Then f(1) = 0 while f(−1) = −2, so f(−1) ≠ −f(1).

```lean
/-- Mirror covariance: reflecting `p_y → -p_y` conjugates `f`. -/
theorem offDiag_mirror (m v : ℝ) (z : ℂ) :
    offDiag m v (conj z) = conj (offDiag m v z) := by
  have h2 : conj (2 : ℂ) = 2 := map_ofNat _ 2
  simp only [offDiag, map_sub, map_mul, map_div₀, map_pow, conj_ofReal, h2]
```

Reflection conjugates the coupling: f(z̄) is the conjugate of f(z). Both sides equal v z̄ − z²/(2m) because m and v are real, and the proof pushes `conj` through each operation.

## The bands

```lean
/-- The eigenvalues of the two-band Hamiltonian are exactly `+|f(z)|` and `-|f(z)|`. -/
theorem band_energies (m v : ℝ) (z E : ℂ) :
    (∃ ψ, ψ ≠ 0 ∧ hamiltonian m v z *ᵥ ψ = E • ψ) ↔
      E = (‖offDiag m v z‖ : ℂ) ∨ E = -(‖offDiag m v z‖ : ℂ) := by
  have h1 : ∀ ψ : Fin 2 → ℂ, hamiltonian m v z *ᵥ ψ = E • ψ ↔
      (hamiltonian m v z - E • (1 : Matrix (Fin 2) (Fin 2) ℂ)) *ᵥ ψ = 0 := by
    intro ψ
    rw [Matrix.sub_mulVec, Matrix.smul_mulVec, Matrix.one_mulVec, sub_eq_zero]
  have hf : offDiag m v z * conj (offDiag m v z) = (‖offDiag m v z‖ : ℂ) ^ 2 := by
    rw [Complex.mul_conj, Complex.normSq_eq_norm_sq, ofReal_pow]
  have hM : hamiltonian m v z - E • (1 : Matrix (Fin 2) (Fin 2) ℂ) =
      !![-E, conj (offDiag m v z); offDiag m v z, -E] := by
    ext i j
    fin_cases i <;> fin_cases j <;> simp [hamiltonian]
  -- the secular determinant is `E² - |f|²`
  have hdet : (hamiltonian m v z - E • (1 : Matrix (Fin 2) (Fin 2) ℂ)).det =
      E ^ 2 - (‖offDiag m v z‖ : ℂ) ^ 2 := by
    rw [hM, Matrix.det_fin_two_of]
    linear_combination (-1 : ℂ) * hf
  simp only [h1]
  refine Iff.trans Matrix.exists_mulVec_eq_zero_iff ?_
  rw [hdet, sub_eq_zero, sq_eq_sq_iff_eq_or_eq_neg]
```

A complex number E is an eigenvalue of H(z) exactly when E = |f(z)| or E = −|f(z)|. Here `*ᵥ` is the matrix–vector product and `E • ψ` is scalar multiplication. The vector ψ has components ψ₀, ψ₁ and is only required to be nonzero, which loses nothing because it can be rescaled to unit length. E is allowed to be complex, so the reality of the spectrum is part of the conclusion.

The equation Hψ = Eψ is (H − E)ψ = 0, which is `h1`, and a nonzero solution exists exactly when the determinant vanishes, which is `Matrix.exists_mulVec_eq_zero_iff`. The matrix H − E has rows (−E, f̄) and (f, −E), which is `hM`, so

    det(H − E) = E² − f̄ f = E² − |f|².

This is `hdet`, and the last line solves E² = |f|². The upper band is therefore |f(z)|, and the two bands meet exactly where f(z) = 0.

## The zeros

```lean
/-- For `m, v > 0`, `f(z)` vanishes exactly when `z = 0` or `z³ = (2mv)³`. -/
theorem offDiag_eq_zero_iff {m v : ℝ} (hm : 0 < m) (hv : 0 < v) (z : ℂ) :
    offDiag m v z = 0 ↔ z = 0 ∨ z ^ 3 = (warpRadius m v : ℂ) ^ 3 := by
  have hm' : (m : ℂ) ≠ 0 := ofReal_ne_zero.2 hm.ne'
  have hi : (m : ℂ) * (m : ℂ)⁻¹ = 1 := mul_inv_cancel₀ hm'
  have h2m : ¬ (2 * (m : ℂ) = 0) := mul_ne_zero two_ne_zero hm'
  have hform : offDiag m v z =
      ((warpRadius m v : ℂ) * z - (conj z) ^ 2) / (2 * m) := by
    unfold offDiag warpRadius
    push_cast
    linear_combination (-((v : ℂ) * z)) * hi
  have ha : 0 < warpRadius m v := by unfold warpRadius; positivity
  rw [hform, div_eq_zero_iff, sub_eq_zero, or_iff_left h2m]
  generalize warpRadius m v = a at ha ⊢
  have ha' : (a : ℂ) ≠ 0 := ofReal_ne_zero.2 ha.ne'
  have hna : ‖(a : ℂ)‖ = a := by rw [norm_real, Real.norm_eq_abs, abs_of_pos ha]
  have hcirc : ‖z‖ = a → z * conj z = (a : ℂ) ^ 2 := by
    intro h
    rw [Complex.mul_conj, Complex.normSq_eq_norm_sq, h, ofReal_pow]
  constructor
  · intro h
    by_cases hz : z = 0
    · exact Or.inl hz
    · right
      -- moduli fix the radius `|z| = 2mv`
      have hn := congrArg norm h
      rw [norm_mul, norm_pow, hna, Complex.norm_conj] at hn
      have hz' : ‖z‖ ≠ 0 := norm_ne_zero_iff.2 hz
      have hr : ‖z‖ = a := mul_right_cancel₀ hz' (by linear_combination -hn)
      have hc := hcirc hr
      apply mul_left_cancel₀ ha'
      linear_combination z ^ 2 * h + (z * conj z + (a : ℂ) ^ 2) * hc
  · rintro (h | h)
    · simp [h]
    · have hn := congrArg norm h
      rw [norm_pow, norm_pow, hna] at hn
      have hr : ‖z‖ = a := (pow_left_inj₀ (norm_nonneg z) ha.le (by norm_num)).1 hn
      have hc := hcirc hr
      have hz : z ≠ 0 := norm_ne_zero_iff.1 (by rw [hr]; exact ha.ne')
      apply mul_left_cancel₀ (pow_ne_zero 2 hz)
      linear_combination (a : ℂ) * h - (z * conj z + (a : ℂ) ^ 2) * hc
```

For m, v > 0, f(z) = 0 if and only if z = 0 or z³ = k³. The first step, `hform`, is

    f(z) = (k z − z̄²)/(2m),

so f(z) = 0 means k z = z̄². The tactic `generalize` then renames k to `a`, keeping only k > 0.

Suppose k z = z̄² and z ≠ 0. Moduli give k|z| = |z|², so |z| = k (`hr`) and z z̄ = k² (`hc`). Multiplying the equation by z²,

    k z³ = z² z̄² = (z z̄)² = k⁴,

and cancelling k gives z³ = k³. Conversely, z = 0 is a solution by inspection. If z³ = k³, then |z|³ = k³ forces |z| = k, so z ≠ 0 and z z̄ = k², and

    z² (k z) = k z³ = k⁴ = (z z̄)² = z² z̄².

Cancelling z² returns k z = z̄². The cancellations of k and of z² are each a `mul_left_cancel₀` (that of |z| in `hr` is a `mul_right_cancel₀`), and each displayed chain is one `linear_combination`.

```lean
/-- For `m, v > 0` the zero set of `f` is `{0, k, kω, kω²}` with `k = 2mv`, and it has four
elements. -/
theorem zero_set {m v : ℝ} (hm : 0 < m) (hv : 0 < v) :
    {z | offDiag m v z = 0} = {0, (warpRadius m v : ℂ), warpRadius m v * omega,
      warpRadius m v * omega ^ 2} ∧ {z | offDiag m v z = 0}.ncard = 4 := by
  have h3 : Real.sqrt 3 * Real.sqrt 3 = 3 := Real.mul_self_sqrt (by norm_num)
  have hP : omega ^ 2 + omega + 1 = 0 := by
    apply Complex.ext <;> simp [omega, pow_two] <;> nlinarith [h3]
  have hset : {z | offDiag m v z = 0} = {0, (warpRadius m v : ℂ), warpRadius m v * omega,
      warpRadius m v * omega ^ 2} := by
    ext z
    simp only [Set.mem_ofPred_eq, Set.mem_insert_iff, Set.mem_singleton_iff]
    rw [offDiag_eq_zero_iff hm hv]
    generalize (warpRadius m v : ℂ) = a
    -- factorise `z³ - a³`
    have hfac : z ^ 3 - a ^ 3 = (z - a) * ((z - a * omega) * (z - a * omega ^ 2)) := by
      linear_combination (-(z - a) * (-a * z + a ^ 2 * (omega - 1))) * hP
    rw [← sub_eq_zero (a := z ^ 3), hfac, mul_eq_zero, mul_eq_zero, sub_eq_zero, sub_eq_zero,
      sub_eq_zero]
  refine ⟨hset, ?_⟩
  have ha : 0 < warpRadius m v := by unfold warpRadius; positivity
  rw [hset]
  generalize warpRadius m v = a at ha ⊢
  have hs : 0 < a * (Real.sqrt 3 / 2) := by positivity
  have i0 : (a : ℂ).im = 0 := ofReal_im a
  have i1 : ((a : ℂ) * omega).im = a * (Real.sqrt 3 / 2) := by simp [omega]
  have i2 : ((a : ℂ) * omega ^ 2).im = -(a * (Real.sqrt 3 / 2)) := by
    simp [omega, pow_two]
    ring
  -- the four points differ in their real or imaginary parts
  have n01 : (0 : ℂ) ≠ a := (ofReal_ne_zero.2 ha.ne').symm
  have n02 : (0 : ℂ) ≠ a * omega := fun h => by
    have := congrArg Complex.im h; rw [i1, zero_im] at this; linarith
  have n03 : (0 : ℂ) ≠ a * omega ^ 2 := fun h => by
    have := congrArg Complex.im h; rw [i2, zero_im] at this; linarith
  have n12 : (a : ℂ) ≠ a * omega := fun h => by
    have := congrArg Complex.im h; rw [i1, i0] at this; linarith
  have n13 : (a : ℂ) ≠ a * omega ^ 2 := fun h => by
    have := congrArg Complex.im h; rw [i2, i0] at this; linarith
  have n23 : (a : ℂ) * omega ≠ a * omega ^ 2 := fun h => by
    have := congrArg Complex.im h; rw [i1, i2] at this; linarith
  have m0 : (0 : ℂ) ∉ ({(a : ℂ), a * omega, a * omega ^ 2} : Set ℂ) := by
    rintro (h | h | h)
    exacts [n01 h, n02 h, n03 h]
  have m1 : (a : ℂ) ∉ ({a * omega, a * omega ^ 2} : Set ℂ) := by
    rintro (h | h)
    exacts [n12 h, n13 h]
  rw [Set.ncard_insert_of_notMem m0, Set.ncard_insert_of_notMem m1, Set.ncard_pair n23]
```

The zero set is {0, k, kω, kω²}, and `ncard`, the number of elements of the set, is 4. Direct multiplication gives ω² = −1/2 − i√3/2, so ω² + ω + 1 = 0 (`hP`), and multiplying by ω − 1 gives ω³ = 1. Then

    (z − kω)(z − kω²) = z² − k z (ω + ω²) + k² ω³ = z² + k z + k²,

    z³ − k³ = (z − k)(z − kω)(z − kω²).

This is `hfac`, and a product vanishes when one factor does. For the count, the imaginary parts of 0, k, kω, kω² are 0, 0, k√3/2, −k√3/2. They separate five of the six pairs, and 0 ≠ k separates the last. These are the facts `n01` to `n23`, after which the final `rw` counts the elements one insertion at a time.

## The band between the zeros 0 and k

```lean
/-- On the real segment `[0, 2mv]`, `|f(x)|` is the Lifshitz energy minus `(x - mv)² / (2m)`. -/
theorem norm_on_segment {m : ℝ} (hm : 0 < m) (v : ℝ) {x : ℝ}
    (hx : x ∈ Set.Icc 0 (warpRadius m v)) :
    ‖offDiag m v x‖ = lifshitzEnergy m v - (x - m * v) ^ 2 / (2 * m) := by
  have hreal : offDiag m v x = ((v * x - x ^ 2 / (2 * m) : ℝ) : ℂ) := by
    unfold offDiag
    rw [conj_ofReal]
    push_cast
    ring
  have hi : m * m⁻¹ = 1 := mul_inv_cancel₀ hm.ne'
  have hfac : v * x - x ^ 2 / (2 * m) = x * (warpRadius m v - x) / (2 * m) := by
    unfold warpRadius
    linear_combination (-(v * x)) * hi
  have hpos : 0 ≤ v * x - x ^ 2 / (2 * m) := by
    rw [hfac]
    exact div_nonneg (mul_nonneg hx.1 (sub_nonneg.2 hx.2)) (by positivity)
  rw [hreal, norm_real, Real.norm_eq_abs, abs_of_nonneg hpos]
  unfold lifshitzEnergy
  linear_combination (m * v ^ 2 / 2 - v * x) * hi
```

For m > 0 and real x in the closed interval `Set.Icc 0 (warpRadius m v)`, that is 0 ≤ x ≤ k,

    |f(x)| = E_L − (x − mv)²/(2m).

On the real axis f(x) = v x − x²/(2m) is real (`hreal`). It factors as x(k − x)/(2m) (`hfac`), which is nonnegative on the interval (`hpos`), so the modulus equals f(x) itself. Completing the square,

    mv²/2 − (x² − 2mvx + m²v²)/(2m) = v x − x²/(2m),

which is the closing `linear_combination`.

The restriction to the interval matters. With m = 1/2 and v = 1 one has k = 1 and E_L = 1/4. At x = 2, f = −2, so |f| = 2 exceeds E_L, while the right-hand side of the formula is −2.

```lean
/-- On the line through `mv` perpendicular to the real axis, `|f(mv + iy)|` is at least the
Lifshitz energy plus `y² / (2m)`. -/
theorem norm_transverse {m : ℝ} (hm : m ≠ 0) (v y : ℝ) :
    lifshitzEnergy m v + y ^ 2 / (2 * m) ≤ ‖offDiag m v ((m * v : ℝ) + y * I)‖ := by
  have hi : (m : ℂ) * (m : ℂ)⁻¹ = 1 := mul_inv_cancel₀ (ofReal_ne_zero.2 hm)
  have hre : ∀ a b : ℝ, a ≤ ‖(a : ℂ) + b * I‖ := fun a b => by
    simpa using Complex.re_le_norm ((a : ℂ) + b * I)
  have hf : offDiag m v ((m * v : ℝ) + y * I) =
      ((lifshitzEnergy m v + y ^ 2 / (2 * m) : ℝ) : ℂ) + ((2 * v * y : ℝ) : ℂ) * I := by
    unfold offDiag lifshitzEnergy
    simp only [map_add, map_mul, conj_ofReal, conj_I]
    push_cast
    linear_combination ((v : ℂ) * y * I - m * v ^ 2 / 2) * hi
      - ((m : ℂ)⁻¹ * y ^ 2 / 2) * I_sq
  rw [hf]
  exact hre _ _
```

For m ≠ 0 and real y, on the line z = mv + iy perpendicular to the real axis, |f| ≥ E_L + y²/(2m). Here z̄² = m²v² − y² − 2i mvy, so

    f(mv + iy) = mv² + i vy − mv²/2 + y²/(2m) + i vy = E_L + y²/(2m) + 2i vy.

This is `hf`. The real part of a complex number is at most its modulus (`hre`), which gives the bound.

## The main theorem

```lean
/-- For `m, v > 0`: `f` is threefold covariant; it has four zeros, `0` and the roots of
`z³ = (2mv)³`; `|f|` equals the Lifshitz energy at `mv`, is smaller elsewhere on `[0, 2mv]`
and larger elsewhere on the perpendicular line through `mv`. -/
theorem trigonal_warping {m v : ℝ} (hm : 0 < m) (hv : 0 < v) :
    (∀ w z : ℂ, w ^ 3 = 1 → offDiag m v (w * z) = w * offDiag m v z) ∧
    (∀ z, offDiag m v z = 0 ↔ z = 0 ∨ z ^ 3 = (warpRadius m v : ℂ) ^ 3) ∧
    {z | offDiag m v z = 0}.ncard = 4 ∧
    m * v ∈ Set.Icc 0 (warpRadius m v) ∧
    ‖offDiag m v (m * v : ℝ)‖ = lifshitzEnergy m v ∧
    (∀ x ∈ Set.Icc 0 (warpRadius m v), x ≠ m * v → ‖offDiag m v x‖ < lifshitzEnergy m v) ∧
    (∀ y : ℝ, y ≠ 0 → lifshitzEnergy m v < ‖offDiag m v ((m * v : ℝ) + y * I)‖) := by
  have hmv : 0 < m * v := mul_pos hm hv
  have hmem : m * v ∈ Set.Icc 0 (warpRadius m v) :=
    ⟨hmv.le, by unfold warpRadius; linarith⟩
  refine ⟨fun w z hw => offDiag_rotate m v hw z, offDiag_eq_zero_iff hm hv,
    (zero_set hm hv).2, hmem, ?_, fun x hx hne => ?_, fun y hy => ?_⟩
  · rw [norm_on_segment hm v hmem]
    ring
  · have h0 : x - m * v ≠ 0 := sub_ne_zero.2 hne
    have : 0 < (x - m * v) ^ 2 / (2 * m) := by positivity
    rw [norm_on_segment hm v hx]
    linarith
  · have : 0 < y ^ 2 / (2 * m) := by positivity
    linarith [norm_transverse hm.ne' v y]

end

end BilayerTrigonalWarping
```

For m > 0 and v > 0 seven statements hold together, joined by `∧`. First, f(wz) = w f(z) whenever w³ = 1. Second, f vanishes exactly at 0 and at the solutions of z³ = k³. Third, there are four zeros. Fourth, mv lies in [0, k]. Fifth, |f(mv)| = E_L. Sixth, |f(x)| < E_L at every other point of [0, k]. Seventh, |f(mv + iy)| > E_L for every y ≠ 0. The mirror property, the eigenvalues and the explicit list of zeros stand as the separate theorems above.

The `refine` line supplies the first three from `offDiag_rotate`, `offDiag_eq_zero_iff` and `zero_set`, and the fourth from 0 < mv < 2mv. The fifth puts x = mv into the segment formula. The sixth uses (x − mv)²/(2m) > 0 for x ≠ mv, and the seventh uses y²/(2m) > 0 in the transverse bound.

By `band_energies`, these are statements about the upper band: at the momentum mv it is a strict maximum along the segment joining the touching points 0 and k, and a strict minimum along the perpendicular line, so it is neither a local maximum nor a local minimum in the plane. The name Lifshitz energy refers to the reconnection of constant-energy contours at such a saddle, and neither the contours nor their topology appear in any statement proved here.

The limit v → 0 at fixed m shows the role of `hv`. The radius k and the energy E_L both tend to zero, and the three outer zeros move into the origin. At v = 0 the coupling is f(z) = −z̄²/(2m), the bands are the parabolas ±|z|²/(2m), and the only zero is z = 0, so the count is 1 and the third statement fails. For v < 0 the interval [0, 2mv] is empty and the fourth statement fails.

```lean
#print axioms BilayerTrigonalWarping.offDiag_mirror
#print axioms BilayerTrigonalWarping.band_energies
#print axioms BilayerTrigonalWarping.trigonal_warping
```

```
'BilayerTrigonalWarping.offDiag_mirror' depends on axioms: [propext, Classical.choice, Quot.sound]
'BilayerTrigonalWarping.band_energies' depends on axioms: [propext, Classical.choice, Quot.sound]
'BilayerTrigonalWarping.trigonal_warping' depends on axioms: [propext, Classical.choice, Quot.sound]
```
